# Casida eigenvalues for Hermitian A lie within the coupling strength of a Tamm–Dancoff energy or its negative

In linear-response TDDFT and the random-phase approximation, a matrix \(A\) couples excitations to one another, and \(B\) couples them to de-excitations. The Tamm–Dancoff approximation drops \(B\) and keeps the real eigenvalues of the Hermitian \(A\). Restoring \(B\) shifts these energies and can make them complex, the sign of an unstable reference state. How far can they move? The bound below is the coupling strength of \(B\), meaning the largest factor by which \(B\) stretches a vector.

Let \(n\) be the finite set of excitation labels. \(A\) and \(B\) are given, frequency-independent matrices. In the response problems above \(B\) is symmetric, and the link between complex eigenvalues and instability relies on this; the bounds below do not.

In Lean 4 with Mathlib:

```lean
import Mathlib

open Matrix

namespace CasidaEigenvalueInclusion

noncomputable section

variable {n : Type*} [Fintype n] [DecidableEq n] {𝕜 : Type*} [RCLike 𝕜]
```

Amplitudes are functions on \(n\), with the Euclidean norm \(\|v\|=\sqrt{\sum_i|v_i|^2}\), written `vecNorm`.

```lean
/-- The Euclidean norm of a real or complex amplitude vector. -/
def vecNorm (v : n → 𝕜) : ℝ := √(∑ i, ‖v i‖ ^ 2)
```

An eigenvalue is a number with a nonzero eigenvector.

```lean
/-- The number `z` is an eigenvalue of `M`: some nonzero vector satisfies `M v = z v`. -/
def IsEigenvalue {m : Type*} [Fintype m] (M : Matrix m m 𝕜) (z : 𝕜) : Prop :=
  ∃ v : m → 𝕜, v ≠ 0 ∧ M *ᵥ v = z • v
```

The response matrix acts on pairs \((x,y)\) of excitation and de-excitation amplitudes. A star on a matrix or vector means entrywise conjugation, without transposition.

```lean
/-- The linear-response matrix `[[A, B], [-B*, -A*]]`, the star being entrywise conjugation. -/
def casida (A B : Matrix n n ℂ) : Matrix (n ⊕ n) (n ⊕ n) ℂ :=
  fromBlocks A B (-(B.map star)) (-(A.map star))
```

### (a) The squared norm

Show that
\[\|v\|^2=\sum_i|v_i|^2 .\]
The sum is nonnegative, so squaring its root returns it.

```lean
omit [DecidableEq n] in
/-- The squared norm is the sum of the squared moduli of the amplitudes. -/
lemma vecNorm_sq (v : n → 𝕜) : vecNorm v ^ 2 = ∑ i, ‖v i‖ ^ 2 :=
  Real.sq_sqrt (Finset.sum_nonneg fun _ _ => sq_nonneg _)
```

### (b) Positivity

Show that
\[v\ne0\;\Rightarrow\;\|v\|>0 .\]
Some \(v_i\) is nonzero and contributes a positive term; no term is negative.

```lean
omit [DecidableEq n] in
/-- A nonzero amplitude vector has positive norm. -/
lemma vecNorm_pos {v : n → 𝕜} (hv : v ≠ 0) : 0 < vecNorm v := by
  obtain ⟨i, hi⟩ := Function.ne_iff.1 hv
  exact Real.sqrt_pos.2 (Finset.sum_pos' (fun _ _ => sq_nonneg _)
    ⟨i, Finset.mem_univ i, pow_pos (norm_pos_iff.2 hi) 2⟩)
```

### (c) The sign of a coupling bound

Let \(n\) be nonempty and \(\|Mv\|\le b\|v\|\) for all \(v\). Show that
\[b\ge0 .\]
For \(v=(1,\dots,1)\), \(0\le\|Mv\|\le b\|v\|\) with \(\|v\|>0\).

```lean
omit [DecidableEq n] in
/-- If the index set is nonempty and `‖M v‖ ≤ b ‖v‖` for all `v`, then `b` is nonnegative. -/
lemma bound_nonneg [Nonempty n] {M : Matrix n n 𝕜} {b : ℝ}
    (h : ∀ v, vecNorm (M *ᵥ v) ≤ b * vecNorm v) : 0 ≤ b := by
  have h1 : (fun _ => 1 : n → 𝕜) ≠ 0 :=
    fun h0 => one_ne_zero (congrFun h0 (Classical.arbitrary n))
  exact (mul_nonneg_iff_of_pos_right (vecNorm_pos h1)).1 ((Real.sqrt_nonneg _).trans (h _))
```

### (d) Stretching away from the spectrum

Let \(A\) be Hermitian, \(d\ge0\), and \(|z-a|>d\) for every eigenvalue \(a\) of \(A\). Show that for \(x\ne0\)
\[\|(A-z)x\|>d\,\|x\| .\]
Take an orthonormal eigenbasis \(u_j\) with eigenvalues \(a_j\), and set \(c_j=u_j^\dagger x\). Then \(u_j^\dagger(A-z)x=(a_j-z)c_j\) (`coef`), and Parseval's identity (`pars`) gives
\[\|(A-z)x\|^2=\sum_j|a_j-z|^2|c_j|^2>d^2\sum_j|c_j|^2=d^2\|x\|^2 .\]
The inequality is strict because \(|a_j-z|>d\) for all \(j\) (`far`) and some \(c_j\ne0\).

```lean
/-- If `z` is farther than `d` from every eigenvalue of a Hermitian `A`, then `A - z`
stretches every nonzero vector by more than `d`. -/
theorem resolvent_bound {A : Matrix n n ℂ} (hA : A.IsHermitian) {z : ℂ} {d : ℝ} (hd : 0 ≤ d)
    (hz : ∀ a : ℝ, IsEigenvalue A (a : ℂ) → d < ‖z - a‖) {x : n → ℂ} (hx : x ≠ 0) :
    d * vecNorm x < vecNorm (A *ᵥ x - z • x) := by
  have hu : ∀ j, A *ᵥ (hA.eigenvectorBasis j).ofLp
      = (hA.eigenvalues j : ℂ) • (hA.eigenvectorBasis j).ofLp := by
    intro j
    refine (hA.mulVec_eigenvectorBasis j).trans ?_
    ext i
    simp [Complex.real_smul]
  -- Parseval's identity in the eigenbasis
  have pars : ∀ v : n → ℂ,
      ∑ j, ‖star (hA.eigenvectorBasis j).ofLp ⬝ᵥ v‖ ^ 2 = ∑ i, ‖v i‖ ^ 2 := by
    intro v
    have h := hA.eigenvectorBasis.sum_sq_norm_inner_right (WithLp.toLp 2 v)
    rw [EuclideanSpace.norm_sq_eq] at h
    refine Eq.trans (Finset.sum_congr rfl fun j _ => ?_) h
    rw [EuclideanSpace.inner_eq_star_dotProduct, dotProduct_comm]
  -- `A - z` acts on each coefficient by multiplication
  have coef : ∀ j, star (hA.eigenvectorBasis j).ofLp ⬝ᵥ (A *ᵥ x - z • x)
      = ((hA.eigenvalues j : ℂ) - z) * (star (hA.eigenvectorBasis j).ofLp ⬝ᵥ x) := by
    intro j
    have h1 := congrArg star (hu j)
    rw [Matrix.star_mulVec, hA.eq] at h1
    have h2 : star ((hA.eigenvalues j : ℂ) • (hA.eigenvectorBasis j).ofLp)
        = (hA.eigenvalues j : ℂ) • star (hA.eigenvectorBasis j).ofLp := by
      ext i
      simp
    rw [dotProduct_sub, Matrix.dotProduct_mulVec, h1, h2, smul_dotProduct, dotProduct_smul]
    simp only [smul_eq_mul]
    ring
  have far : ∀ j, d ^ 2 < ‖(hA.eigenvalues j : ℂ) - z‖ ^ 2 := by
    intro j
    rw [norm_sub_rev]
    refine pow_lt_pow_left₀ (hz _ ⟨_, fun h => ?_, hu j⟩) hd two_ne_zero
    exact hA.eigenvectorBasis.orthonormal.ne_zero j (by ext i; exact congrFun h i)
  have hpos : 0 < ∑ i, ‖x i‖ ^ 2 := by
    rw [← vecNorm_sq]
    exact pow_pos (vecNorm_pos hx) 2
  rw [← pars x] at hpos
  obtain ⟨j, _, hj⟩ := Finset.exists_ne_zero_of_sum_ne_zero hpos.ne'
  refine lt_of_pow_lt_pow_left₀ 2 (Real.sqrt_nonneg _) ?_
  rw [mul_pow, vecNorm_sq, vecNorm_sq, ← pars x, ← pars (A *ᵥ x - z • x), Finset.mul_sum]
  simp only [coef, norm_mul, mul_pow]
  exact Finset.sum_lt_sum (fun k _ => mul_le_mul_of_nonneg_right (far k).le (sq_nonneg _))
    ⟨j, Finset.mem_univ j, mul_lt_mul_of_pos_right (far j)
      (lt_of_le_of_ne (sq_nonneg _) hj.symm)⟩
```

### (e) Conjugated matrices

Show that
\[M^*x=(Mx^*)^* .\]
In components, \(\sum_jM_{ij}^*x_j=\bigl(\sum_jM_{ij}x_j^*\bigr)^*\).

```lean
omit [DecidableEq n] in
/-- Acting with the conjugate matrix is conjugating, acting, and conjugating back. -/
lemma conj_mulVec (M : Matrix n n ℂ) (x : n → ℂ) :
    (M.map star) *ᵥ x = star (M *ᵥ star x) := by
  ext i
  simp [Matrix.mulVec, dotProduct]
```

### (f) The inclusion

Let \(A\) be Hermitian and \(\|Bv\|\le b\|v\|\) for all complex \(v\), so that \(b\) bounds the strength of the excitation–de-excitation coupling. Show that each response eigenvalue \(w\) has an eigenvalue \(a\) of \(A\) with
\[|w-a|\le b\quad\text{or}\quad|w+a|\le b .\]
The rows of the eigenvalue equation are \(Ax+By=wx\) and \(-B^*x-A^*y=wy\). Rearranging the first and conjugating the second with (e) gives (`e1`, `e2`)
\[(A-w)x=-By,\qquad(A+w^*)y^*=-Bx^* .\]
Suppose every \(a\) violates both bounds. An eigenvector exists, so \(n\) is nonempty and \(b\ge0\) by (c). If \(\|x\|\ge\|y\|\), then \(x\ne0\), and (d) with \(z=w\) gives
\[b\|x\|<\|By\|\le b\|y\|\le b\|x\| ,\]
a contradiction. If \(\|y\|\ge\|x\|\), then \(y\ne0\). Use \(z=-w^*\), for which \(|z-a|=|w+a|\) since \(a\) is real:
\[b\|y\|<\|Bx^*\|\le b\|x\|\le b\|y\| .\]

```lean
/-- For Hermitian `A` and a coupling `B` of strength at most `b`, every eigenvalue of the
linear-response matrix lies within `b` of an eigenvalue of `A` or of `-A`. -/
theorem casida_inclusion {A B : Matrix n n ℂ} (hA : A.IsHermitian) {b : ℝ}
    (hB : ∀ v, vecNorm (B *ᵥ v) ≤ b * vecNorm v) {w : ℂ} (hw : IsEigenvalue (casida A B) w) :
    ∃ a : ℝ, IsEigenvalue A (a : ℂ) ∧ (‖w - a‖ ≤ b ∨ ‖w + a‖ ≤ b) := by
  obtain ⟨v, hv0, hv⟩ := hw
  rcases isEmpty_or_nonempty n with hn | hn
  · exact absurd (Subsingleton.elim v 0) hv0
  have hb := bound_nonneg hB
  rw [casida, fromBlocks_mulVec] at hv
  obtain ⟨x, hx⟩ : ∃ x, x = v ∘ Sum.inl := ⟨_, rfl⟩
  obtain ⟨y, hy⟩ : ∃ y, y = v ∘ Sum.inr := ⟨_, rfl⟩
  rw [← hx, ← hy] at hv
  have h1 : A *ᵥ x + B *ᵥ y = w • x := by
    rw [hx] at hv ⊢
    exact funext fun i => congrFun hv (Sum.inl i)
  have h2 : (-(B.map star)) *ᵥ x + (-(A.map star)) *ᵥ y = w • y := by
    rw [hy] at hv ⊢
    exact funext fun i => congrFun hv (Sum.inr i)
  have h0 : x = 0 → y = 0 → False := by
    intro hx0 hy0
    rw [hx] at hx0
    rw [hy] at hy0
    refine hv0 (funext fun i => ?_)
    cases i with
    | inl i => exact congrFun hx0 i
    | inr i => exact congrFun hy0 i
  have e1 : A *ᵥ x - w • x = -(B *ᵥ y) := by
    linear_combination (norm := module) (1 : ℂ) • h1
  -- the conjugated second row is again an equation for `A`
  have e2 : A *ᵥ star y - (-star w) • star y = -(B *ᵥ star x) := by
    have h := congrArg star h2
    rw [Matrix.neg_mulVec, Matrix.neg_mulVec, conj_mulVec, conj_mulVec] at h
    simp only [star_add, star_neg, star_star, star_smul] at h
    linear_combination (norm := module) (-1 : ℂ) • h
  have nneg : ∀ u : n → ℂ, vecNorm (-u) = vecNorm u := fun u => by simp [vecNorm]
  have nstar : ∀ u : n → ℂ, vecNorm (star u) = vecNorm u := fun u => by simp [vecNorm]
  by_contra hcon
  have hfar : ∀ a : ℝ, IsEigenvalue A (a : ℂ) → b < ‖w - a‖ ∧ b < ‖w + a‖ := fun a ha =>
    ⟨lt_of_not_ge fun h => hcon ⟨a, ha, Or.inl h⟩, lt_of_not_ge fun h => hcon ⟨a, ha, Or.inr h⟩⟩
  -- use the row belonging to the larger amplitude
  rcases le_total (vecNorm y) (vecNorm x) with hle | hle
  · have hx0 : x ≠ 0 := fun h => by
      refine h0 h (by_contra fun hy0 => ?_)
      have hp := vecNorm_pos hy0
      have hz : vecNorm x = 0 := by simp [h, vecNorm]
      linarith
    have h := resolvent_bound hA hb (fun a ha => (hfar a ha).1) hx0
    rw [e1, nneg] at h
    linarith [hB y, mul_le_mul_of_nonneg_left hle hb]
  · have hy0 : star y ≠ 0 := fun h => by
      have hy1 : y = 0 := star_eq_zero.1 h
      refine h0 (by_contra fun hx0 => ?_) hy1
      have hp := vecNorm_pos hx0
      have hz : vecNorm y = 0 := by simp [hy1, vecNorm]
      linarith
    have h := resolvent_bound (z := -star w) hA hb (fun a ha => by
      have hs : star (a : ℂ) = a := Complex.conj_ofReal a
      have e : -star w - (a : ℂ) = -star (w + a) := by rw [star_add, hs]; ring
      rw [e, norm_neg, norm_star]
      exact (hfar a ha).2) hy0
    rw [e2, nneg, nstar] at h
    have hBx := hB (star x)
    rw [nstar] at hBx
    linarith [mul_le_mul_of_nonneg_left hle hb]
```

The statement places each \(w\) near some \(\pm a\); it does not pair every \(a\) with its own \(w\).

The same comparison of amplitudes, here by hand only, covers \(\begin{pmatrix}A&B\\C&D\end{pmatrix}\) with \(A,D\) Hermitian and \(B,C\) both bounded by \(b\): each eigenvalue lies within \(b\) of one of \(A\) or \(D\).

### (g) A gap in the real part

If also every eigenvalue of \(A\) is at least \(g\), show that
\[|\operatorname{Re}w|\ge g-b .\]
By (f), either \(\operatorname{Re}w\ge a-b\ge g-b\), or \(\operatorname{Re}w\le b-a\le-(g-b)\).

```lean
/-- For Hermitian `A` with all eigenvalues at least `g` and a coupling `B` of strength at most `b`,
every eigenvalue of the linear-response matrix has a real part of modulus at least `g - b`. -/
theorem casida_gap {A B : Matrix n n ℂ} (hA : A.IsHermitian) {b g : ℝ}
    (hB : ∀ v, vecNorm (B *ᵥ v) ≤ b * vecNorm v)
    (hg : ∀ a : ℝ, IsEigenvalue A (a : ℂ) → g ≤ a)
    {w : ℂ} (hw : IsEigenvalue (casida A B) w) : g - b ≤ |w.re| := by
  obtain ⟨a, ha, h | h⟩ := casida_inclusion hA hB hw
  · have h1 := (Complex.abs_re_le_norm _).trans h
    rw [Complex.sub_re, Complex.ofReal_re] at h1
    linarith [(abs_le.1 h1).1, le_abs_self w.re, hg a ha]
  · have h1 := (Complex.abs_re_le_norm _).trans h
    rw [Complex.add_re, Complex.ofReal_re] at h1
    linarith [(abs_le.1 h1).2, neg_abs_le w.re, hg a ha]
```

### (h) Real and imaginary parts

For real \(M\), show that
\[\operatorname{Re}(Mv)=M\operatorname{Re}v,\qquad\operatorname{Im}(Mv)=M\operatorname{Im}v .\]
Real coefficients leave the two parts of each sum separate.

```lean
omit [DecidableEq n] in
/-- A real matrix acts separately on the real and imaginary parts of a complex vector. -/
lemma re_im_mulVec (M : Matrix n n ℝ) (v : n → ℂ) (i : n) :
    ((M.map Complex.ofReal *ᵥ v) i).re = (M *ᵥ fun j => (v j).re) i ∧
    ((M.map Complex.ofReal *ᵥ v) i).im = (M *ᵥ fun j => (v j).im) i := by
  constructor <;> simp [Matrix.mulVec, dotProduct]
```

### (i) From real to complex vectors

Let \(B\) be real, with \(\|Bv\|\le b\|v\|\) for real \(v\). Show that for real \(p,q\)
\[\|B(p+iq)\|\le b\,\|p+iq\| .\]
By (h), \(\|B(p+iq)\|^2=\|Bp\|^2+\|Bq\|^2\le b^2(\|p\|^2+\|q\|^2)\). Take roots, using \(b\ge0\); for empty \(n\) both sides vanish.

```lean
omit [DecidableEq n] in
/-- A norm bound for a real matrix on real vectors also holds on complex vectors. -/
theorem complexify_bound {B : Matrix n n ℝ} {b : ℝ}
    (hB : ∀ v : n → ℝ, vecNorm (B *ᵥ v) ≤ b * vecNorm v) (v : n → ℂ) :
    vecNorm (B.map Complex.ofReal *ᵥ v) ≤ b * vecNorm v := by
  rcases isEmpty_or_nonempty n with hn | hn
  · simp [vecNorm]
  have split : ∀ u : n → ℂ, vecNorm u ^ 2
      = vecNorm (fun i => (u i).re) ^ 2 + vecNorm (fun i => (u i).im) ^ 2 := by
    intro u
    rw [vecNorm_sq, vecNorm_sq, vecNorm_sq, ← Finset.sum_add_distrib]
    refine Finset.sum_congr rfl fun i _ => ?_
    rw [Complex.sq_norm, Complex.normSq_apply, Real.norm_eq_abs, Real.norm_eq_abs, sq_abs, sq_abs]
    ring
  refine le_of_sq_le_sq ?_ (mul_nonneg (bound_nonneg hB) (Real.sqrt_nonneg _))
  have h1 : vecNorm (B *ᵥ fun i => (v i).re) ^ 2 ≤ (b * vecNorm fun i => (v i).re) ^ 2 :=
    pow_le_pow_left₀ (Real.sqrt_nonneg _) (hB fun i => (v i).re) 2
  have h2 : vecNorm (B *ᵥ fun i => (v i).im) ^ 2 ≤ (b * vecNorm fun i => (v i).im) ^ 2 :=
    pow_le_pow_left₀ (Real.sqrt_nonneg _) (hB fun i => (v i).im) 2
  rw [mul_pow] at h1 h2
  rw [mul_pow, split v, split (B.map Complex.ofReal *ᵥ v),
    funext fun i => (re_im_mulVec B v i).1, funext fun i => (re_im_mulVec B v i).2]
  linarith
```

### (j) Real response matrices

Let \(A\) be real symmetric and \(B\) as in (i). Show that each complex eigenvalue \(w\) of \(\begin{pmatrix}A&B\\-B&-A\end{pmatrix}\) satisfies, for some eigenvalue \(a\) of \(A\) with a real eigenvector,
\[\min(|w-a|,|w+a|)\le b,\qquad|\operatorname{Im}w|\le b .\]
By (i), (f) applies and gives \(a\) with a complex eigenvector \(u\). By (h), \(\operatorname{Re}u\) and \(\operatorname{Im}u\) both solve the eigenvalue equation, and one is nonzero. Since \(a\) is real, \(|\operatorname{Im}w|=|\operatorname{Im}(w\mp a)|\le b\).

```lean
/-- For real symmetric `A` and real `B` with `‖B v‖ ≤ b ‖v‖` on real vectors, every complex
eigenvalue `w` of `[[A, B], [-B, -A]]` lies within `b` of an eigenvalue of `A` or of `-A`,
and `|Im w| ≤ b`. -/
theorem real_casida_inclusion {A B : Matrix n n ℝ} (hA : A.IsSymm) {b : ℝ}
    (hB : ∀ v : n → ℝ, vecNorm (B *ᵥ v) ≤ b * vecNorm v) {w : ℂ}
    (hw : IsEigenvalue ((fromBlocks A B (-B) (-A)).map Complex.ofReal) w) :
    (∃ a : ℝ, IsEigenvalue A a ∧ (‖w - a‖ ≤ b ∨ ‖w + a‖ ≤ b)) ∧ |w.im| ≤ b := by
  have e : (fromBlocks A B (-B) (-A)).map Complex.ofReal
      = casida (A.map Complex.ofReal) (B.map Complex.ofReal) := by
    ext (i | i) (j | j) <;> simp [casida]
  rw [e] at hw
  have hH : (A.map Complex.ofReal).IsHermitian :=
    Matrix.IsHermitian.ext fun i j => by simp [hA.apply i j]
  obtain ⟨a, ⟨u, hu0, hu⟩, h⟩ := casida_inclusion hH (complexify_bound hB) hw
  refine ⟨⟨a, ?_, h⟩, ?_⟩
  · -- the real or the imaginary part of the eigenvector is a real eigenvector
    by_cases hr : (fun i => (u i).re) = 0
    · refine ⟨fun i => (u i).im, fun hi => hu0 (funext fun i =>
        Complex.ext (congrFun hr i) (congrFun hi i)), funext fun i => ?_⟩
      rw [← (re_im_mulVec A u i).2, hu]
      simp
    · refine ⟨fun i => (u i).re, hr, funext fun i => ?_⟩
      rw [← (re_im_mulVec A u i).1, hu]
      simp
  · rcases h with h | h
    · simpa using (Complex.abs_im_le_norm _).trans h
    · simpa using (Complex.abs_im_le_norm _).trans h
```

For one excitation, \(w^2=A^2-B^2\). With \(A=5\), \(B=3\), \(w=\pm4\) lies at distance 1 from \(\pm5\), within the bound 3. With \(A=3\), \(B=5\), \(w=\pm4i\) lies at distance exactly 5 from \(\pm3\).

### (k) Sharpness

Let \(n\) be nonempty, \(b\ge0\), \(A=0\) and \(B=b\mathbf 1\). Show that \(\|Bv\|=b\|v\|\), that \(w=ib\) is a response eigenvalue, and that for every eigenvalue \(a\) of \(A\)
\[|w-a|=|w+a|=b .\]
The norm scales by \(b\). Take \(x=(1,\dots,1)\), \(y=ix\); dividing both by \(\sqrt{2N}\), with \(N\) the size of \(n\), gives the pair Euclidean norm 1 (the response normalisation \(\|x\|^2-\|y\|^2=1\) is unavailable, since this difference is zero). The rows give \(By=ibx\) and \(-Bx=-bx=ib\,y\). The only eigenvalue of \(A\) is 0, and \(|ib|=b\).

```lean
/-- For a nonempty index set, `b ≥ 0`, `A = 0` and `B = b 1`, the coupling strength is `b`, the
number `i b` is an eigenvalue of the linear-response matrix, and its distance from every eigenvalue
of `A` and `-A` is `b`. -/
theorem casida_inclusion_sharp [Nonempty n] {b : ℝ} (hb : 0 ≤ b) :
    (∀ v : n → ℂ, vecNorm (((b : ℂ) • (1 : Matrix n n ℂ)) *ᵥ v) = b * vecNorm v) ∧
    IsEigenvalue (casida (0 : Matrix n n ℂ) ((b : ℂ) • 1)) (b * Complex.I) ∧
    ∀ a : ℝ, IsEigenvalue (0 : Matrix n n ℂ) (a : ℂ) →
      ‖b * Complex.I - a‖ = b ∧ ‖b * Complex.I + a‖ = b := by
  refine ⟨fun v => ?_, ⟨Sum.elim (fun _ => 1) (fun _ => Complex.I), fun h => ?_, ?_⟩, ?_⟩
  · have h : ∑ i, ‖((b : ℂ) • v) i‖ ^ 2 = b ^ 2 * ∑ i, ‖v i‖ ^ 2 := by
      rw [Finset.mul_sum]
      refine Finset.sum_congr rfl fun i _ => ?_
      rw [Pi.smul_apply, norm_smul, mul_pow, Complex.norm_real, Real.norm_eq_abs, sq_abs]
    rw [Matrix.smul_mulVec, Matrix.one_mulVec, vecNorm, h, Real.sqrt_mul (sq_nonneg b),
      Real.sqrt_sq hb, vecNorm]
  · exact one_ne_zero (congrFun h (Sum.inl (Classical.arbitrary n)))
  · have hm : ((b : ℂ) • (1 : Matrix n n ℂ)).map star = (b : ℂ) • 1 := by
      ext i j
      by_cases h : i = j <;> simp [h]
    have hz : (0 : Matrix n n ℂ).map star = 0 := by
      ext i j
      simp
    rw [casida, hm, hz, fromBlocks_mulVec]
    ext (i | i) <;> simp [Matrix.neg_mulVec, Matrix.smul_mulVec, mul_assoc]
  · rintro a ⟨u, hu0, hu⟩
    rw [Matrix.zero_mulVec] at hu
    have ha : (a : ℂ) = 0 := (smul_eq_zero.1 hu.symm).resolve_right hu0
    rw [ha]
    simp [abs_of_nonneg hb]

end

end CasidaEigenvalueInclusion
```

```lean
#print axioms CasidaEigenvalueInclusion.casida_inclusion
-- 'CasidaEigenvalueInclusion.casida_inclusion' depends on axioms: [propext, Classical.choice, Quot.sound]
#print axioms CasidaEigenvalueInclusion.casida_gap
-- 'CasidaEigenvalueInclusion.casida_gap' depends on axioms: [propext, Classical.choice, Quot.sound]
#print axioms CasidaEigenvalueInclusion.real_casida_inclusion
-- 'CasidaEigenvalueInclusion.real_casida_inclusion' depends on axioms: [propext, Classical.choice, Quot.sound]
#print axioms CasidaEigenvalueInclusion.casida_inclusion_sharp
-- 'CasidaEigenvalueInclusion.casida_inclusion_sharp' depends on axioms: [propext, Classical.choice, Quot.sound]
```
